# Reflectance and transmittance add up to one for a finite stack of lossless layers between lossless media

If the formulas for the reflectance and transmittance of a lossless coating did not add up to one, the model would create or destroy light energy, and the transmittance could not be obtained by subtracting the reflectance from one. The Lean file below proves that, at normal incidence, they do add up to one for every finite stack of layers with positive real indices and real phase thicknesses, placed between two media of positive real index.

```lean
import Mathlib

open Matrix Complex
open scoped ComplexConjugate

namespace LosslessMultilayer

noncomputable section

/-- A lossless layer: a positive real refractive index and a real phase thickness. -/
structure Layer where
  index : ℝ
  phase : ℝ
  index_pos : 0 < index

/-- The characteristic matrix of a layer, relating the fields at its two faces. -/
def Layer.matrix (L : Layer) : Matrix (Fin 2) (Fin 2) ℂ :=
  !![((Real.cos L.phase : ℝ) : ℂ), ((Real.sin L.phase / L.index : ℝ) : ℂ) * I;
     ((L.index * Real.sin L.phase : ℝ) : ℂ) * I, ((Real.cos L.phase : ℝ) : ℂ)]

/-- The characteristic matrix of a stack: the ordered product over its layers. -/
def stackMatrix (l : List Layer) : Matrix (Fin 2) (Fin 2) ℂ :=
  (l.map Layer.matrix).prod

/-- The normalized fields `(B, C)` at the front face of a stack on a substrate of index `ns`. -/
def fields (l : List Layer) (ns : ℝ) : Fin 2 → ℂ :=
  stackMatrix l *ᵥ ![1, (ns : ℂ)]

/-- The energy flux `Re (B C*)` of a pair of fields, in normalized units. -/
def flux (v : Fin 2 → ℂ) : ℝ := (v 0 * conj (v 1)).re

/-- The reflectance `|(n0 B - C) / (n0 B + C)|²` for incidence from a medium of index `n0`. -/
def reflectance (l : List Layer) (n0 ns : ℝ) : ℝ :=
  ‖((n0 : ℂ) * fields l ns 0 - fields l ns 1) / ((n0 : ℂ) * fields l ns 0 + fields l ns 1)‖ ^ 2

/-- The transmittance `4 n0 ns / |n0 B + C|²` into the substrate. -/
def transmittance (l : List Layer) (n0 ns : ℝ) : ℝ :=
  4 * n0 * ns / ‖(n0 : ℂ) * fields l ns 0 + fields l ns 1‖ ^ 2

/-- A transfer matrix with equal real diagonal entries `c` and imaginary off-diagonal entries
`ip`, `iq` multiplies the energy flux by `c² + pq`. -/
theorem flux_transfer (c p q : ℝ) (v : Fin 2 → ℂ) :
    flux (!![(c : ℂ), (p : ℂ) * I; (q : ℂ) * I, (c : ℂ)] *ᵥ v) = (c ^ 2 + p * q) * flux v := by
  simp [flux, Matrix.mulVec, dotProduct, Fin.sum_univ_two]
  ring

/-- A stack of lossless layers conserves the energy flux of any fields. -/
theorem flux_stack (l : List Layer) (v : Fin 2 → ℂ) :
    flux (stackMatrix l *ᵥ v) = flux v := by
  induction l with
  | nil => simp [stackMatrix]
  | cons L l ih =>
    have hcons : stackMatrix (L :: l) = L.matrix * stackMatrix l := by simp [stackMatrix]
    -- the flux factor of a single layer is cos² + sin² = 1
    have hone : Real.cos L.phase ^ 2
        + Real.sin L.phase / L.index * (L.index * Real.sin L.phase) = 1 := by
      have hn := L.index_pos.ne'
      have h : Real.sin L.phase / L.index * L.index = Real.sin L.phase := div_mul_cancel₀ _ hn
      rw [← mul_assoc, h]
      linarith [Real.sin_sq_add_cos_sq L.phase, sq (Real.sin L.phase)]
    rw [hcons, ← Matrix.mulVec_mulVec, Layer.matrix, flux_transfer, hone, one_mul, ih]

/-- The squared amplitudes `|n0 B + C|²` and `|n0 B - C|²` at the front face differ
by `4 n0 ns`. -/
theorem amplitude_balance (l : List Layer) (n0 ns : ℝ) :
    ‖(n0 : ℂ) * fields l ns 0 + fields l ns 1‖ ^ 2
      = ‖(n0 : ℂ) * fields l ns 0 - fields l ns 1‖ ^ 2 + 4 * n0 * ns := by
  have hf : flux (fields l ns) = ns := by
    rw [fields, flux_stack]
    simp [flux]
  have key : ∀ B C : ℂ, ‖(n0 : ℂ) * B + C‖ ^ 2
      = ‖(n0 : ℂ) * B - C‖ ^ 2 + 4 * n0 * (B * conj C).re := by
    intro B C
    simp only [Complex.sq_norm, Complex.normSq_apply, Complex.add_re, Complex.add_im,
      Complex.sub_re, Complex.sub_im, Complex.mul_re, Complex.mul_im, Complex.ofReal_re,
      Complex.ofReal_im, Complex.conj_re, Complex.conj_im]
    ring
  have h := key (fields l ns 0) (fields l ns 1)
  rw [flux] at hf
  rwa [hf] at h

/-- Energy conservation: reflectance and transmittance of any stack of lossless layers between media
of positive real index add up to one. -/
theorem reflectance_add_transmittance (l : List Layer) {n0 ns : ℝ} (h0 : 0 < n0) (hs : 0 < ns) :
    reflectance l n0 ns + transmittance l n0 ns = 1 := by
  have hb := amplitude_balance l n0 ns
  have hpos : 0 < ‖(n0 : ℂ) * fields l ns 0 + fields l ns 1‖ ^ 2 := by
    rw [hb]
    positivity
  rw [reflectance, transmittance, norm_div, div_pow, ← add_div, ← hb]
  exact div_self hpos.ne'

/-- The reflectance of a finite stack of lossless layers between media of positive real index is
strictly below one. -/
theorem reflectance_lt_one (l : List Layer) {n0 ns : ℝ} (h0 : 0 < n0) (hs : 0 < ns) :
    reflectance l n0 ns < 1 := by
  have hb := amplitude_balance l n0 ns
  have hpos : 0 < ‖(n0 : ℂ) * fields l ns 0 + fields l ns 1‖ ^ 2 := by
    rw [hb]
    positivity
  have hT : 0 < transmittance l n0 ns := by
    rw [transmittance]
    exact div_pos (by positivity) hpos
  linarith [reflectance_add_transmittance l h0 hs]

/-- The exchange of the two diagonal entries of a transfer matrix. -/
def mirror (M : Matrix (Fin 2) (Fin 2) ℂ) : Matrix (Fin 2) (Fin 2) ℂ :=
  !![M 1 1, M 0 1; M 1 0, M 0 0]

/-- Reversing the order of the layers exchanges the diagonal entries of the stack matrix. -/
theorem stackMatrix_reverse (l : List Layer) :
    stackMatrix l.reverse = mirror (stackMatrix l) := by
  -- the exchange reverses products and leaves each single layer unchanged
  have hmul : ∀ A B : Matrix (Fin 2) (Fin 2) ℂ, mirror (A * B) = mirror B * mirror A := by
    intro A B
    ext i j
    fin_cases i <;> fin_cases j <;>
      simp [mirror, Matrix.mul_apply, Fin.sum_univ_two] <;> ring
  have hlayer : ∀ L : Layer, mirror L.matrix = L.matrix := fun L => rfl
  induction l with
  | nil =>
    ext i j
    fin_cases i <;> fin_cases j <;> simp [stackMatrix, mirror]
  | cons L l ih =>
    have h1 : stackMatrix (L :: l).reverse = stackMatrix l.reverse * L.matrix := by
      simp [stackMatrix]
    have h2 : stackMatrix (L :: l) = L.matrix * stackMatrix l := by simp [stackMatrix]
    rw [h1, h2, hmul, hlayer, ih]

/-- Reciprocity: the transmittance is unchanged when the stack is reversed and the two outer
media are exchanged. -/
theorem transmittance_reverse (l : List Layer) (n0 ns : ℝ) :
    transmittance l.reverse ns n0 = transmittance l n0 ns := by
  have hf : ∀ (k : List Layer) (x : ℝ) (i : Fin 2),
      fields k x i = stackMatrix k i 0 + stackMatrix k i 1 * (x : ℂ) := by
    intro k x i
    simp [fields, Matrix.mulVec, dotProduct, Fin.sum_univ_two]
  have h00 : stackMatrix l.reverse 0 0 = stackMatrix l 1 1 := by rw [stackMatrix_reverse]; rfl
  have h01 : stackMatrix l.reverse 0 1 = stackMatrix l 0 1 := by rw [stackMatrix_reverse]; rfl
  have h10 : stackMatrix l.reverse 1 0 = stackMatrix l 1 0 := by rw [stackMatrix_reverse]; rfl
  have h11 : stackMatrix l.reverse 1 1 = stackMatrix l 0 0 := by rw [stackMatrix_reverse]; rfl
  have hden : (ns : ℂ) * fields l.reverse n0 0 + fields l.reverse n0 1
      = (n0 : ℂ) * fields l ns 0 + fields l ns 1 := by
    rw [hf, hf, hf, hf, h00, h01, h10, h11]
    ring
  unfold transmittance
  rw [hden]
  ring

/-- The reflectance of a lossless stack between media of positive real index is the same from both
sides. -/
theorem reflectance_reverse (l : List Layer) {n0 ns : ℝ} (h0 : 0 < n0) (hs : 0 < ns) :
    reflectance l.reverse ns n0 = reflectance l n0 ns := by
  linarith [reflectance_add_transmittance l h0 hs,
    reflectance_add_transmittance l.reverse hs h0, transmittance_reverse l n0 ns]

/-- Between media of positive real index, a single quarter-wave layer has zero reflectance exactly
when its squared index is the product of the indices of the two outer media. -/
theorem quarter_wave_antireflection (L : Layer) (hL : L.phase = Real.pi / 2) {n0 ns : ℝ}
    (h0 : 0 < n0) (hs : 0 < ns) :
    reflectance [L] n0 ns = 0 ↔ L.index ^ 2 = n0 * ns := by
  have hB : fields [L] ns 0 = ((ns / L.index : ℝ) : ℂ) * I := by
    simp [fields, stackMatrix, Layer.matrix, hL, Matrix.mulVec, dotProduct,
      Fin.sum_univ_two]
    ring
  have hC : fields [L] ns 1 = (L.index : ℂ) * I := by
    simp [fields, stackMatrix, Layer.matrix, hL, Matrix.mulVec, dotProduct,
      Fin.sum_univ_two]
  have hden : (n0 : ℂ) * fields [L] ns 0 + fields [L] ns 1 ≠ 0 := by
    intro h
    have hb := amplitude_balance [L] n0 ns
    rw [h, norm_zero] at hb
    have : 0 < 4 * n0 * ns := by positivity
    nlinarith [sq_nonneg ‖(n0 : ℂ) * fields [L] ns 0 - fields [L] ns 1‖]
  -- the numerator `n0 B - C` is a real multiple of i
  have hnum : (n0 : ℂ) * fields [L] ns 0 - fields [L] ns 1
      = ((n0 * ns / L.index - L.index : ℝ) : ℂ) * I := by
    rw [hB, hC]
    push_cast
    ring
  rw [reflectance, pow_eq_zero_iff two_ne_zero, norm_eq_zero, div_eq_zero_iff,
    or_iff_left hden, hnum, mul_eq_zero, or_iff_left Complex.I_ne_zero,
    Complex.ofReal_eq_zero, sub_eq_zero, div_eq_iff L.index_pos.ne']
  constructor <;> intro h <;> linear_combination -h

end

end LosslessMultilayer
```

```lean
#print axioms LosslessMultilayer.reflectance_add_transmittance
-- 'LosslessMultilayer.reflectance_add_transmittance' depends on axioms: [propext, Classical.choice, Quot.sound]
#print axioms LosslessMultilayer.reflectance_lt_one
-- 'LosslessMultilayer.reflectance_lt_one' depends on axioms: [propext, Classical.choice, Quot.sound]
#print axioms LosslessMultilayer.reflectance_reverse
-- 'LosslessMultilayer.reflectance_reverse' depends on axioms: [propext, Classical.choice, Quot.sound]
#print axioms LosslessMultilayer.quarter_wave_antireflection
-- 'LosslessMultilayer.quarter_wave_antireflection' depends on axioms: [propext, Classical.choice, Quot.sound]
```

## Layers, fields and energy flux

The model describes a plane wave of one frequency at normal incidence on a coherent stack of flat, non-magnetic layers. A `Layer` consists of a refractive index $n$, a phase thickness $d$ and a proof that $n>0$. For a layer of physical thickness $t$ and light of vacuum wavelength $\lambda$, the phase thickness is $d=2\pi nt/\lambda$. The file does not impose this relation: `phase` may be any real number, independent of `index`.

The positive real index stands for a transparent material, in which the wave propagates without absorption or gain. The characteristic matrix of the layer,

$$
\begin{pmatrix}\cos d & i\sin d/n\\ i n\sin d & \cos d\end{pmatrix},
$$

takes the tangential electric and magnetic fields at the back face to those at the front face. The positive signs of the off-diagonal entries correspond to the time dependence $e^{i\omega t}$, where $\omega$ is the angular frequency.

A stack is a `List Layer`, whose first element lies next to the incidence medium. Its matrix $M$, called `stackMatrix`, is the product of the layer matrices in list order. The empty list is allowed; its matrix is the identity, and it describes a bare interface.

Let $n_0$ be the index of the incidence medium and $n_s$ that of the substrate. In the substrate there is only an outgoing wave. With its electric field at the last interface set to $1$, its magnetic field in normalised units is $n_s$. The fields at the front face are therefore

$$
\begin{pmatrix}B\\ C\end{pmatrix}=M\begin{pmatrix}1\\ n_s\end{pmatrix}.
$$

In Lean, $B$ is `fields l ns 0` and $C$ is `fields l ns 1`. The function `flux` is $\operatorname{Re}(BC^*)$, which is proportional to the time-averaged energy flow through the face.

In the incidence medium the field is a sum of an incident amplitude $E_+$ and a reflected amplitude $E_-$, with $B=E_++E_-$ and $C=n_0(E_+-E_-)$. Solving for the two amplitudes gives

$$
E_+=\frac{n_0B+C}{2n_0},\qquad E_-=\frac{n_0B-C}{2n_0}.
$$

The reflectance $R$ is $|E_-/E_+|^2$, and the transmittance $T$ is the transmitted flux $n_s$ divided by the incident flux $n_0|E_+|^2$:

$$
R=\left|\frac{n_0B-C}{n_0B+C}\right|^2,\qquad
T=\frac{4n_0n_s}{|n_0B+C|^2}.
$$

These are the definitions `reflectance` and `transmittance`. Since $T$ is not defined as $1-R$, the sum rule has content.

## What the theorems say

The main theorem, `reflectance_add_transmittance`, takes any list of layers and any $n_0,n_s>0$ and concludes that $R+T=1$. Under the same hypotheses, `reflectance_lt_one` gives $R<1$. This holds for each finite stack separately and supplies no common bound below one for all stacks.

Two theorems compare the stack with its reversal. `transmittance_reverse` says that $T$ is unchanged when the layers are put in the opposite order and the outer media are exchanged, which amounts to illuminating the same structure from the other side. `reflectance_reverse` says the same of $R$ for positive outer indices. It concerns the reflected intensity and says nothing about the reflected phase. Finally, `quarter_wave_antireflection` treats one layer with phase thickness exactly $\pi/2$: its reflectance vanishes if and only if $n^2=n_0n_s$.

The characteristic matrix and the formulas for $R$ and $T$ enter as definitions and are not derived from Maxwell's equations. Absorbing layers, evanescent waves and incoherent thick substrates lie beyond the model.

For simulation practice, the sum rule gives a check on transfer-matrix codes for coherent, lossless planar stacks: a deviation of $R+T$ from one beyond rounding error signals a fault. The check is blind to a wrong layer thickness, because every real phase thickness satisfies the rule.

## Each layer passes on the flux it receives

Consider a matrix with real diagonal entries $c$ and off-diagonal entries $ip$ and $iq$, where $p$ and $q$ are real. It sends a pair of fields $(a,b)$ to

$$
a'=ca+ipb,\qquad b'=iqa+cb.
$$

Multiplying out gives

$$
a'b'^*=c^2ab^*+pq\,ba^*+ic\left(p|b|^2-q|a|^2\right).
$$

The last term is purely imaginary, and $ba^*$ has the same real part as $ab^*$. Hence

$$
\operatorname{Re}(a'b'^*)=(c^2+pq)\operatorname{Re}(ab^*).
$$

This is `flux_transfer`. In its proof, `simp` expands the matrix product and the real part, and `ring` verifies the remaining polynomial identity.

For a layer, $c=\cos d$, $p=\sin d/n$ and $q=n\sin d$, so the factor is

$$
c^2+pq=\cos^2d+\frac{\sin d}{n}\,n\sin d=\cos^2d+\sin^2d=1.
$$

The index cancels because it is non-zero. In `flux_stack` this calculation is the step `hone`, and the theorem extends it to a whole stack by induction on the list. The empty stack has the identity matrix and leaves the flux unchanged. If a layer is placed in front of a stack that conserves flux, the fields first pass through the old stack and then through the new layer, and neither step changes the flux. The rewrite with `Matrix.mulVec_mulVec` separates these two steps.

Applied to the substrate fields $(1,n_s)$, this gives

$$
\operatorname{Re}(BC^*)=\operatorname{Re}(1\cdot n_s)=n_s.
$$

## From conserved flux to the sum rule

For real $n_0$, expanding the squared moduli gives

$$
|n_0B\pm C|^2=n_0^2|B|^2+|C|^2\pm2n_0\operatorname{Re}(BC^*).
$$

Subtracting the lower sign from the upper and inserting $\operatorname{Re}(BC^*)=n_s$ yields

$$
|n_0B+C|^2=|n_0B-C|^2+4n_0n_s.
$$

This is `amplitude_balance`. Its step `key` proves the identity for arbitrary complex $B$ and $C$ by passing to real and imaginary parts, and `hf` supplies the value of the flux.

When $n_0$ and $n_s$ are positive, the right-hand side is at least $4n_0n_s>0$, so the denominator of $R$ and $T$ is non-zero. Dividing the balance by $|n_0B+C|^2$ gives

$$
1=\frac{|n_0B-C|^2}{|n_0B+C|^2}+\frac{4n_0n_s}{|n_0B+C|^2}=R+T.
$$

The proof of `reflectance_add_transmittance` follows the same route: `hpos` records that the denominator is positive, and the rewrites combine the two fractions into a number divided by itself. For `reflectance_lt_one`, the numerator and denominator of $T$ are both positive, so $T>0$ and $R=1-T<1$.

## The same structure lit from the other side

Let $m_{00}$, $m_{01}$, $m_{10}$ and $m_{11}$ be the entries of $M$, with rows and columns numbered from zero as in Lean. The operation `mirror` exchanges $m_{00}$ and $m_{11}$ and keeps the off-diagonal entries. With

$$
J=\begin{pmatrix}0&1\\1&0\end{pmatrix},
$$

it can be written as $\operatorname{mirror}(M)=JM^{\mathsf T}J$. Since $J^2$ is the identity and transposition reverses products, any two matrices $A$ and $D$ satisfy

$$
\operatorname{mirror}(AD)=JD^{\mathsf T}A^{\mathsf T}J=(JD^{\mathsf T}J)(JA^{\mathsf T}J)=\operatorname{mirror}(D)\operatorname{mirror}(A).
$$

A single layer has equal diagonal entries, so `mirror` leaves its matrix unchanged. Applied to a stack, the operation therefore produces the product of the same layer matrices in reverse order. This is `stackMatrix_reverse`, proved by induction; there the product rule `hmul` is checked entry by entry instead of through $J$.

For the original stack, $B=m_{00}+m_{01}n_s$ and $C=m_{10}+m_{11}n_s$, so

$$
n_0B+C=n_0m_{00}+n_0n_sm_{01}+m_{10}+n_sm_{11}.
$$

For the reversed stack with the outer media exchanged, the corresponding expression is

$$
n_s(m_{11}+m_{01}n_0)+m_{10}+m_{00}n_0,
$$

which is the same sum. The step `hden` in `transmittance_reverse` establishes this equality. The numerator $4n_0n_s$ is symmetric in the two indices, so the transmittances agree. Applying $R+T=1$ to both directions then shows that the reflectances agree, which is the single `linarith` call in `reflectance_reverse`.

## The index that removes reflection from a quarter-wave layer

For $d=\pi/2$ the cosine vanishes and the sine is one. The front-face fields of a single layer become

$$
B=\frac{i n_s}{n},\qquad C=in,
$$

and the numerator of the amplitude ratio $E_-/E_+=(n_0B-C)/(n_0B+C)$ is

$$
n_0B-C=i\left(\frac{n_0n_s}{n}-n\right).
$$

The denominator $n_0B+C$ is non-zero by the amplitude balance, so $R=0$ exactly when the bracket vanishes. Multiplying by $n>0$ turns this condition into $n^2=n_0n_s$. In the Lean proof, `hB` and `hC` compute the two fields, `hden` excludes a zero denominator, and `hnum` gives the numerator. The final rewrites reduce zero reflectance to the equation for the indices, and `linear_combination` settles both directions of the equivalence.
